# On the antiferromagnetic $J_1$–$J_2$ diamond lattice, a wavevector $\mathbf q$ admits a planar spiral of least energy exactly when $|g(\mathbf q)|=\min(4,\,J_1/(2J_2))$

The states compared here are planar spirals. Every spin is a classical unit vector in one fixed plane, a single wavevector $\mathbf q$ sets how the spins turn from site to site, and an angle $\theta$ offsets one of the two diamond sublattices from the other. "Least energy" means least among these states, over all $\mathbf q$ and $\theta$; non-spiral configurations are not compared. The couplings $J_1$ and $J_2$ are the isotropic exchange constants between nearest and second neighbours. They multiply $+\mathbf S\cdot\mathbf S'$, so positive values are antiferromagnetic, and the title's statement takes both positive. In it, $g(\mathbf q)$ is the sum, not the average, of $e^{i\mathbf q\cdot\mathbf d}$ over the four vectors $\mathbf d$ from a site of the first sublattice to its nearest neighbours.

In Lean 4 with Mathlib:

```lean
import Mathlib

open Matrix

namespace DiamondSpiral

noncomputable section
```

## Lattice, spins and energy

Lengths are measured in quarters of the cubic lattice constant, so the components $q_0,q_1,q_2$ of $\mathbf q$ are dimensionless. A site of the first sublattice has four nearest neighbours, at separations $\mathbf d_0,\dots,\mathbf d_3$. In each of these vectors the product of the three signs is $+1$.

```lean
/-- The four nearest-neighbour vectors of the diamond lattice. -/
def bond : Fin 4 → Fin 3 → ℝ :=
  ![![1, 1, 1], ![1, -1, -1], ![-1, 1, -1], ![-1, -1, 1]]
```

The second neighbours lie on the same sublattice, at twelve separations $\mathbf e_0,\dots,\mathbf e_{11}$.

```lean
/-- The twelve second-neighbour vectors of the diamond lattice. -/
def second : Fin 12 → Fin 3 → ℝ :=
  ![![0, 2, 2], ![0, -2, -2], ![0, 2, -2], ![0, -2, 2],
    ![2, 0, 2], ![-2, 0, -2], ![2, 0, -2], ![-2, 0, 2],
    ![2, 2, 0], ![-2, -2, 0], ![2, -2, 0], ![-2, 2, 0]]
```

The nearest-neighbour geometry enters through the complex sum
$$g(\mathbf q)=\sum_{i=0}^{3}e^{i\mathbf q\cdot\mathbf d_i},$$
where the $i$ in front of $\mathbf q$ is the imaginary unit. In the code `⬝ᵥ` is the dot product, and `‖g q‖` is $|g(\mathbf q)|$.

```lean
/-- The nearest-neighbour structure sum `g(q) = ∑ exp(i q·d)`. -/
def g (q : Fin 3 → ℝ) : ℂ :=
  ∑ i, Complex.exp (((q ⬝ᵥ bond i : ℝ) : ℂ) * Complex.I)
```

A spin at position $\mathbf r$ with phase $\alpha$ is $(\cos(\mathbf q\cdot\mathbf r+\alpha),\ \sin(\mathbf q\cdot\mathbf r+\alpha))$. The first sublattice has $\alpha=0$ and the second has $\alpha=\theta$.

```lean
/-- The unit spin at position `r` in a planar spiral of wavevector `q` and phase `α`. -/
def spin (q : Fin 3 → ℝ) (α : ℝ) (r : Fin 3 → ℝ) : Fin 2 → ℝ :=
  ![Real.cos (q ⬝ᵥ r + α), Real.sin (q ⬝ᵥ r + α)]
```

A primitive cell contains a site at $\mathbf r$ and one at $\mathbf r+\mathbf d_0$. It owns four nearest-neighbour bonds. Each of its two sites has twelve second-neighbour bonds, every one shared with another site, hence the factor $\tfrac12$.

```lean
/-- Heisenberg energy of the primitive cell at `r`: one sublattice has phase `0`, the other
phase `θ`, and the factor one half corrects the double counting of second-neighbour bonds. -/
def cellEnergy (J1 J2 : ℝ) (q : Fin 3 → ℝ) (θ : ℝ) (r : Fin 3 → ℝ) : ℝ :=
  J1 * ∑ i, spin q 0 r ⬝ᵥ spin q θ (r + bond i) +
  J2 / 2 * ∑ k, (spin q 0 r ⬝ᵥ spin q 0 (r + second k) +
    spin q θ (r + bond 0) ⬝ᵥ spin q θ (r + bond 0 + second k))
```

The same energy should reduce to a form without $\mathbf r$:
$$E(\mathbf q,\theta)=J_1\sum_i\cos(\mathbf q\cdot\mathbf d_i+\theta)+J_2\sum_k\cos(\mathbf q\cdot\mathbf e_k).$$

```lean
/-- The spiral energy per cell written with cosines of the bond phases. -/
def spiralEnergy (J1 J2 : ℝ) (q : Fin 3 → ℝ) (θ : ℝ) : ℝ :=
  J1 * ∑ i, Real.cos (q ⬝ᵥ bond i + θ) + J2 * ∑ k, Real.cos (q ⬝ᵥ second k)
```

Once $\theta$ has been optimised, the energy will depend on $\mathbf q$ only through $|g|$:
$$\varepsilon(\mathbf q)=-J_1|g(\mathbf q)|+J_2\left(|g(\mathbf q)|^2-4\right).$$

```lean
/-- The energy `-J1 |g| + J2 (|g|² - 4)` as a function of the wavevector. -/
def bandEnergy (J1 J2 : ℝ) (q : Fin 3 → ℝ) : ℝ :=
  -J1 * ‖g q‖ + J2 * (‖g q‖ ^ 2 - 4)
```

## From dot products to cosines

For spins at $\mathbf r$ and $\mathbf r+\mathbf d$ with phases $\alpha$ and $\beta$, the identity $\cos A\cos B+\sin A\sin B=\cos(B-A)$ gives
$$\mathbf S\cdot\mathbf S'=\cos(\mathbf q\cdot\mathbf d+\beta-\alpha).$$
The position $\mathbf r$ cancels.

```lean
/-- The product of two spiral spins depends only on their separation and phase difference. -/
theorem spin_dot (q r d : Fin 3 → ℝ) (α β : ℝ) :
    spin q α r ⬝ᵥ spin q β (r + d) = Real.cos (q ⬝ᵥ d + (β - α)) := by
  have h : q ⬝ᵥ d + (β - α) = (q ⬝ᵥ (r + d) + β) - (q ⬝ᵥ r + α) := by
    rw [dotProduct_add]; ring
  unfold spin
  rw [Matrix.vec2_dotProduct', h, Real.cos_sub]
  ring
```

Nearest neighbours have $\beta-\alpha=\theta$, and second neighbours have $\beta-\alpha=0$. The two sublattices therefore contribute equal second-neighbour sums, and the factor $\tfrac12$ leaves one of them. Every cell has energy $E(\mathbf q,\theta)$.

```lean
/-- The Heisenberg energy of a spiral is the same in every cell and equals the cosine form. -/
theorem cellEnergy_eq (J1 J2 : ℝ) (q : Fin 3 → ℝ) (θ : ℝ) (r : Fin 3 → ℝ) :
    cellEnergy J1 J2 q θ r = spiralEnergy J1 J2 q θ := by
  unfold cellEnergy spiralEnergy
  simp only [spin_dot, sub_zero, sub_self, add_zero]
  rw [Finset.sum_add_distrib]
  ring
```

## The second-neighbour sum

The trigonometric identities are worked out in components.

```lean
lemma dot_three (q v : Fin 3 → ℝ) : q ⬝ᵥ v = q 0 * v 0 + q 1 * v 1 + q 2 * v 2 := by
  simp only [dotProduct, Fin.sum_univ_three]
```

Write $c_j=\cos q_j$ and $s_j=\sin q_j$. For a bond with signs $(\sigma_0,\sigma_1,\sigma_2)$ and $\sigma_0\sigma_1\sigma_2=1$, the product of two signs equals the third, so
$$\cos(\mathbf q\cdot\mathbf d)=c_0c_1c_2-\sigma_0c_0s_1s_2-\sigma_1s_0c_1s_2-\sigma_2s_0s_1c_2.$$
Each $\sigma_j$ sums to zero over the four bonds, which leaves $\operatorname{Re}g=4c_0c_1c_2$.

```lean
lemma g_re (q : Fin 3 → ℝ) :
    (g q).re = 4 * Real.cos (q 0) * Real.cos (q 1) * Real.cos (q 2) := by
  rw [g, Complex.re_sum]
  simp only [Complex.exp_ofReal_mul_I_re, dot_three, Fin.sum_univ_four]
  simp [bond, Real.cos_add, Real.sin_add, sub_eq_add_neg]
  ring
```

Likewise
$$\sin(\mathbf q\cdot\mathbf d)=\sigma_0s_0c_1c_2+\sigma_1c_0s_1c_2+\sigma_2c_0c_1s_2-s_0s_1s_2,$$
and the sum over bonds is $\operatorname{Im}g=-4s_0s_1s_2$.

```lean
lemma g_im (q : Fin 3 → ℝ) :
    (g q).im = -4 * Real.sin (q 0) * Real.sin (q 1) * Real.sin (q 2) := by
  rw [g, Complex.im_sum]
  simp only [Complex.exp_ofReal_mul_I_im, dot_three, Fin.sum_univ_four]
  simp [bond, Real.cos_add, Real.sin_add, sub_eq_add_neg]
  ring
```

The squared modulus is the sum of the squares of these two parts.

```lean
lemma norm_g_sq (q : Fin 3 → ℝ) : ‖g q‖ ^ 2 = (g q).re ^ 2 + (g q).im ^ 2 := by
  rw [← Complex.normSq_eq_norm_sq, Complex.normSq_apply]; ring
```

With $x_j=c_j^2$ this gives
$$|g|^2=16\left[x_0x_1x_2+(1-x_0)(1-x_1)(1-x_2)\right]=16\Big(1-\sum_jx_j+\sum_{j<l}x_jx_l\Big).$$
On the other side, the four second-neighbour vectors in each coordinate plane contribute $4\cos 2q_j\cos 2q_l$. Since $\cos2q_j=2x_j-1$,
$$\sum_k\cos(\mathbf q\cdot\mathbf e_k)=4\sum_{j<l}(2x_j-1)(2x_l-1)=16\sum_{j<l}x_jx_l-16\sum_jx_j+12=|g|^2-4.$$
In the proof, `hs` is the grouping by planes, `hg` is the expression for $|g|^2$, and the final `ring` compares the polynomials.

```lean
/-- The twelve second-neighbour cosines sum to `|g|² - 4`. -/
theorem second_sum (q : Fin 3 → ℝ) :
    ∑ k, Real.cos (q ⬝ᵥ second k) = ‖g q‖ ^ 2 - 4 := by
  have hs : ∑ k, Real.cos (q ⬝ᵥ second k) =
      4 * (Real.cos (q 1 * 2) * Real.cos (q 2 * 2) + Real.cos (q 0 * 2) * Real.cos (q 2 * 2)
        + Real.cos (q 0 * 2) * Real.cos (q 1 * 2)) := by
    simp only [dot_three]
    simp [Fin.sum_univ_succ, second, Real.cos_add, sub_eq_add_neg]
    ring
  have hC : ∀ i, Real.cos (q i * 2) = 2 * Real.cos (q i) ^ 2 - 1 := fun i => by
    rw [mul_comm, Real.cos_two_mul]
  -- both sides become polynomials in the squared cosines
  have hg : ‖g q‖ ^ 2 = 16 * (Real.cos (q 0) ^ 2 * Real.cos (q 1) ^ 2 * Real.cos (q 2) ^ 2
      + Real.sin (q 0) ^ 2 * Real.sin (q 1) ^ 2 * Real.sin (q 2) ^ 2) := by
    rw [norm_g_sq, g_re, g_im]; ring
  rw [hs, hg, hC, hC, hC, Real.sin_sq, Real.sin_sq, Real.sin_sq]
  ring
```

## Optimising the sublattice phase

The nearest-neighbour sum is the real part of a rotated $g$:
$$\sum_i\cos(\mathbf q\cdot\mathbf d_i+\theta)=\operatorname{Re}(e^{i\theta}g)=\cos\theta\,\operatorname{Re}g-\sin\theta\,\operatorname{Im}g.$$

```lean
lemma first_sum (q : Fin 3 → ℝ) (θ : ℝ) :
    ∑ i, Real.cos (q ⬝ᵥ bond i + θ) =
      Real.cos θ * (g q).re - Real.sin θ * (g q).im := by
  rw [g, Complex.re_sum, Complex.im_sum, Finset.mul_sum, Finset.mul_sum,
    ← Finset.sum_sub_distrib]
  refine Finset.sum_congr rfl fun i _ => ?_
  rw [Complex.exp_ofReal_mul_I_re, Complex.exp_ofReal_mul_I_im, Real.cos_add]
  ring
```

Hence $E(\mathbf q,\theta)=J_1\operatorname{Re}(e^{i\theta}g)+J_2(|g|^2-4)$. A rotation preserves the modulus, so $\operatorname{Re}(e^{i\theta}g)\ge-|g|$. Equality holds at $\theta=\pi-\arg g$, where $e^{i\theta}g=-|g|$. With $J_1>0$, the least energy at fixed $\mathbf q$ is $\varepsilon(\mathbf q)$.

`IsLeast` says that this value is attained and that no phase goes below it. The first half of the proof supplies the optimal phase. The second writes $|g|^2$ as the sum of the squared real and imaginary parts of $e^{i\theta}g$ and discards the imaginary one.

```lean
/-- At fixed wavevector, the least spiral energy over the sublattice phase is
`-J1 |g| + J2 (|g|² - 4)`. -/
theorem isLeast_phase {J1 : ℝ} (J2 : ℝ) (h1 : 0 < J1) (q : Fin 3 → ℝ) :
    IsLeast (Set.range (spiralEnergy J1 J2 q)) (bandEnergy J1 J2 q) := by
  constructor
  · -- the optimal phase turns `exp(iθ) g` onto the negative real axis
    refine ⟨Real.pi - (g q).arg, ?_⟩
    unfold spiralEnergy bandEnergy
    rw [first_sum, second_sum, Real.cos_pi_sub, Real.sin_pi_sub]
    linear_combination J1 * Real.cos (g q).arg * Complex.norm_mul_cos_arg (g q) +
      J1 * Real.sin (g q).arg * Complex.norm_mul_sin_arg (g q) -
      J1 * ‖g q‖ * Real.sin_sq_add_cos_sq (g q).arg
  · rintro _ ⟨θ, rfl⟩
    unfold spiralEnergy bandEnergy
    rw [first_sum, second_sum]
    have h : (Real.cos θ * (g q).re - Real.sin θ * (g q).im) ^ 2 ≤ ‖g q‖ ^ 2 := by
      have e : ‖g q‖ ^ 2 = (Real.cos θ * (g q).re - Real.sin θ * (g q).im) ^ 2 +
          (Real.sin θ * (g q).re + Real.cos θ * (g q).im) ^ 2 := by
        rw [norm_g_sq]
        linear_combination (-((g q).re ^ 2 + (g q).im ^ 2)) * Real.sin_sq_add_cos_sq θ
      rw [e]
      exact le_add_of_nonneg_right (sq_nonneg _)
    have h' := (abs_le.1 (abs_le_of_sq_le_sq h (norm_nonneg _))).1
    have h'' := mul_le_mul_of_nonneg_left h' h1.le
    linarith
```

## Minimising over the wavevector

What remains is a quadratic in $x=|g|$, on the range that $|g|$ can take. Four terms of modulus one give $|g|\le4$ by the triangle inequality.

```lean
lemma norm_g_le (q : Fin 3 → ℝ) : ‖g q‖ ≤ 4 := by
  refine (norm_sum_le _ _).trans (le_of_eq ?_)
  simp only [Complex.norm_exp_ofReal_mul_I, Finset.sum_const, Finset.card_univ,
    Fintype.card_fin]
  norm_num
```

Every value $r\in[0,4]$ occurs: at $\mathbf q=(\arccos(r/4),0,0)$ the component formulas give $g=r$.

```lean
lemma exists_norm_g {r : ℝ} (h0 : 0 ≤ r) (h4 : r ≤ 4) : ∃ q, ‖g q‖ = r := by
  have hc : Real.cos (Real.arccos (r / 4)) = r / 4 :=
    Real.cos_arccos (by linarith) (by linarith)
  refine ⟨![Real.arccos (r / 4), 0, 0], ?_⟩
  have h : g ![Real.arccos (r / 4), 0, 0] = (r : ℂ) := by
    apply Complex.ext
    · rw [g_re]
      show 4 * Real.cos (Real.arccos (r / 4)) * Real.cos 0 * Real.cos 0 = r
      rw [hc, Real.cos_zero]; ring
    · rw [g_im]
      show -4 * Real.sin (Real.arccos (r / 4)) * Real.sin 0 * Real.sin 0 = 0
      rw [Real.sin_zero]; ring
  rw [h, Complex.norm_real, Real.norm_of_nonneg h0]
```

From here on, $J_1$ and $J_2$ are both positive. Let $f(x)=-J_1x+J_2(x^2-4)$ and $m=\min(4,J_1/(2J_2))$. If $J_1/(2J_2)\le4$, then $J_1=2J_2m$, and completing the square gives
$$f(x)-f(m)=J_2(x-m)^2.$$
If $J_1/(2J_2)\ge4$, then $m=4$ and
$$f(x)-f(4)=J_2(x-4)^2+(4-x)(J_1-8J_2),$$
where the last term is non-negative for $x\le4$. In both cases $f(x)-f(m)\ge J_2(x-m)^2$.

The bound has a use in simulation, for single planar spirals of this classical two-coupling model: a periodic box admits only a discrete set of wavevectors, and a spiral whose wavevector misses $|g|=m$ lies at least $J_2(|g|-m)^2$ per primitive cell above the least spiral energy over all wavevectors.

```lean
lemma quad_gap (J1 : ℝ) {J2 x : ℝ} (h2 : 0 < J2) (hx : x ≤ 4) :
    J2 * (x - min 4 (J1 / (2 * J2))) ^ 2 ≤ (-J1 * x + J2 * (x ^ 2 - 4)) -
      (-J1 * min 4 (J1 / (2 * J2)) + J2 * ((min 4 (J1 / (2 * J2))) ^ 2 - 4)) := by
  rcases le_total 4 (J1 / (2 * J2)) with h | h
  · rw [min_eq_left h]
    have h' : 4 * (2 * J2) ≤ J1 := (le_div_iff₀ (by positivity)).1 h
    nlinarith [mul_nonneg (sub_nonneg.2 hx) (sub_nonneg.2 h')]
  · obtain ⟨m, hm⟩ : ∃ m, m = J1 / (2 * J2) := ⟨_, rfl⟩
    have e : J1 = 2 * J2 * m := by rw [hm]; field_simp
    rw [min_eq_right h, ← hm]
    apply le_of_eq
    linear_combination (x - m) * e
```

Some $\mathbf q$ has $|g|=m$, because $0\le m\le4$. If $\mathbf q$ minimises $\varepsilon$, comparing it with such a point forces $J_2(|g|-m)^2\le0$, hence $|g|=m$. Conversely, if $|g(\mathbf q)|=m$, the bound shows that no other wavevector has lower energy.

```lean
/-- The energy `-J1 |g| + J2 (|g|² - 4)` is minimized exactly on the nonempty set
`|g| = min(4, J1/(2 J2))`. -/
theorem band_minimizers {J1 J2 : ℝ} (h1 : 0 < J1) (h2 : 0 < J2) :
    (∃ q, ‖g q‖ = min 4 (J1 / (2 * J2))) ∧
    ∀ q, (∀ q', bandEnergy J1 J2 q ≤ bandEnergy J1 J2 q') ↔
      ‖g q‖ = min 4 (J1 / (2 * J2)) := by
  have hex : ∃ q, ‖g q‖ = min 4 (J1 / (2 * J2)) :=
    exists_norm_g (le_min (by norm_num) (by positivity)) (min_le_left _ _)
  refine ⟨hex, fun q => ⟨fun h => ?_, fun h q' => ?_⟩⟩
  · obtain ⟨p, hp⟩ := hex
    have hb := h p
    have hgap := quad_gap J1 h2 (norm_g_le q)
    unfold bandEnergy at hb
    rw [hp] at hb
    -- the quadratic gap must vanish
    have hz : (‖g q‖ - min 4 (J1 / (2 * J2))) ^ 2 ≤ 0 :=
      le_of_mul_le_mul_left (by linarith) h2
    exact sub_eq_zero.1 (pow_eq_zero_iff two_ne_zero |>.1 (le_antisymm hz (sq_nonneg _)))
  · have hgap := quad_gap J1 h2 (norm_g_le q')
    have hn := mul_nonneg h2.le (sq_nonneg (‖g q'‖ - min 4 (J1 / (2 * J2))))
    unfold bandEnergy
    rw [h]
    linarith
```

The same condition governs the joint minimisation over $\mathbf q$ and $\theta$. The next theorem says that a wavevector admits some phase of least energy among all spirals exactly when $|g(\mathbf q)|=m$. Its proof passes between $E$ and $\varepsilon$ through the optimal phase at each wavevector.

```lean
/-- A wavevector admits a sublattice phase of least energy among all spirals exactly when
`|g| = min(4, J1/(2 J2))`. -/
theorem spiral_ground_states {J1 J2 : ℝ} (h1 : 0 < J1) (h2 : 0 < J2) (q : Fin 3 → ℝ) :
    (∃ θ, ∀ q' θ', spiralEnergy J1 J2 q θ ≤ spiralEnergy J1 J2 q' θ') ↔
      ‖g q‖ = min 4 (J1 / (2 * J2)) := by
  rw [← (band_minimizers h1 h2).2 q]
  constructor
  · rintro ⟨θ, h⟩ q'
    obtain ⟨θ', h'⟩ := (isLeast_phase J2 h1 q').1
    rw [← h']
    exact ((isLeast_phase J2 h1 q).2 ⟨θ, rfl⟩).trans (h q' θ')
  · intro h
    obtain ⟨θ, hθ⟩ := (isLeast_phase J2 h1 q).1
    refine ⟨θ, fun q' θ' => ?_⟩
    rw [hθ]
    exact (h q').trans ((isLeast_phase J2 h1 q').2 ⟨θ', rfl⟩)
```

## The threshold at $J_2/J_1=1/8$

At $\mathbf q=0$ all four exponentials equal one.

```lean
lemma norm_g_zero : ‖g 0‖ = 4 := by
  simp [g]
```

So $\mathbf q=0$ is a minimiser exactly when $m=4$, that is, when $4\le J_1/(2J_2)$, or $J_2/J_1\le1/8$. Its optimal phase is $\theta=\pi$, which makes the two sublattices antiparallel: the Néel state.

```lean
/-- The wavevector `q = 0` minimizes the energy exactly when `J2/J1 ≤ 1/8`. -/
theorem zero_minimizer_iff {J1 J2 : ℝ} (h1 : 0 < J1) (h2 : 0 < J2) :
    (∀ q', bandEnergy J1 J2 0 ≤ bandEnergy J1 J2 q') ↔ J2 / J1 ≤ 1 / 8 := by
  rw [(band_minimizers h1 h2).2, norm_g_zero, eq_comm, min_eq_left_iff,
    le_div_iff₀ (by positivity), div_le_iff₀ h1]
  constructor <;> intro h <;> linarith
```

For $J_2/J_1>1/8$ we have $0<m=J_1/(2J_2)<4$. Take any continuous path $\gamma$ from $\gamma(0)=0$ to a point $\gamma(1)$ where $g$ vanishes, such as $(\pi/2,0,0)$. Along it $|g|$ varies continuously from $4$ to $0$, so by the intermediate value theorem it equals $m$ at some $t$ strictly between $0$ and $1$, and $\gamma(t)$ is a minimiser.

The set of spiral minimisers thus separates $\mathbf q=0$ from the zeros of $g$. This is the sense in which it is called a surface here; smoothness and dimension are not addressed.

```lean
/-- For `J2/J1 > 1/8`, every continuous path of wavevectors from `q = 0` to a zero of `g`
crosses the set of energy minimizers. -/
theorem spiral_surface_separates {J1 J2 : ℝ} (h1 : 0 < J1) (h2 : 0 < J2)
    (h : 1 / 8 < J2 / J1) (γ : ℝ → Fin 3 → ℝ) (hγ : Continuous γ)
    (h0 : γ 0 = 0) (hz : g (γ 1) = 0) :
    ∃ t ∈ Set.Ioo (0 : ℝ) 1, ∀ q', bandEnergy J1 J2 (γ t) ≤ bandEnergy J1 J2 q' := by
  have hg : Continuous g := by
    unfold g
    simp only [dot_three]
    fun_prop
  have hlt : J1 / (2 * J2) < 4 := by
    rw [lt_div_iff₀ h1] at h
    rw [div_lt_iff₀ (by positivity)]
    linarith
  have hpos : 0 < J1 / (2 * J2) := by positivity
  -- `|g|` is continuous along the path, with value 4 at the start and 0 at the end
  have hc : ContinuousOn (fun t => ‖g (γ t)‖) (Set.Icc 0 1) :=
    (hg.comp hγ).norm.continuousOn
  have hm : J1 / (2 * J2) ∈ Set.Ioo ‖g (γ 1)‖ ‖g (γ 0)‖ := by
    rw [hz, h0, norm_g_zero, norm_zero]
    exact ⟨hpos, hlt⟩
  obtain ⟨t, ht, he⟩ := intermediate_value_Ioo' zero_le_one hc hm
  refine ⟨t, ht, ((band_minimizers h1 h2).2 (γ t)).2 ?_⟩
  rw [min_eq_right hlt.le]
  exact he

end

end DiamondSpiral
```

```lean
#print axioms DiamondSpiral.cellEnergy_eq
#print axioms DiamondSpiral.spiral_ground_states
#print axioms DiamondSpiral.zero_minimizer_iff
#print axioms DiamondSpiral.spiral_surface_separates
```

```
'DiamondSpiral.cellEnergy_eq' depends on axioms: [propext, Classical.choice, Quot.sound]
'DiamondSpiral.spiral_ground_states' depends on axioms: [propext, Classical.choice, Quot.sound]
'DiamondSpiral.zero_minimizer_iff' depends on axioms: [propext, Classical.choice, Quot.sound]
'DiamondSpiral.spiral_surface_separates' depends on axioms: [propext, Classical.choice, Quot.sound]
```
